# The multipole series of two equal charges diverges on the transverse axis inside their radius, where the potential is smooth

Take two point charges of $1/2$ each, at $(0,0,a)$ and $(0,0,-a)$ with $a>0$, in Gaussian units. At a distance $y>0$ from the midpoint, perpendicular to the line of charges, the terms of the multipole expansion about the midpoint, in inverse powers of the distance, are

$$T_k=\frac{(-1)^k\binom{2k}{k}a^{2k}}{4^k\,y^{2k+1}},\qquad k=0,1,2,\dots$$

They should sum to the potential $1/\sqrt{y^2+a^2}$ when $y>a$. When $y<a$ they should blow up, although no charge is near the point and the potential is perfectly smooth there. Can this be made rigorous, with a proof that a machine has checked?

## Convergence outside the radius, growth inside it

Yes. The series is taken as the explicit list of terms $T_k$, and the potential as the Coulomb sum over the two charges, so that the theorem compares two independently defined objects. The terms come from the Legendre expansion, in which the odd orders cancel between the two charges and $P_{2k}(0)=(-1)^k\binom{2k}{k}/4^k$.

Write $c_k=\binom{2k}{k}/4^k$. Since $(k+1)\binom{2k+2}{k+1}=2(2k+1)\binom{2k}{k}$, division by $4^{k+1}$ gives

$$(k+1)\,c_{k+1}=\left(k+\tfrac12\right)c_k .$$

With $c_0=1$, the coefficients are therefore non-increasing and at most 1. They also satisfy $(2k+1)c_k\ge 1$. This holds at $k=0$, and the recurrence carries it upwards: $(2k+3)c_{k+1}=(2k+1)c_k+c_{k+1}\ge1$.

Now let $S_n=\sum_{i+j=n}c_ic_j$. Exchanging $i$ and $j$ shows that $\sum_{i+j=n} i\,c_ic_j=\tfrac n2 S_n$. At order $n+1$ the term with $i=0$ has weight zero, so shifting $i$ by one and using the recurrence gives

$$\tfrac{n+1}{2}S_{n+1}=\sum_{i+j=n}(i+1)c_{i+1}c_j=\sum_{i+j=n}\left(i+\tfrac12\right)c_ic_j=\tfrac{n+1}{2}S_n .$$

Hence $S_n=S_0=1$ for every $n$.

For $0\le t<1$ put $F(t)=\sum_k(-1)^kc_kt^k$, which converges absolutely because $c_k\le1$. Its Cauchy square is

$$F(t)^2=\sum_n(-t)^nS_n=\sum_n(-t)^n=\frac1{1+t}.$$

The magnitudes $c_kt^k$ do not increase, so the alternating sum is non-negative and $F(t)=1/\sqrt{1+t}$.

**For $y>a$**, set $t=(a/y)^2<1$. Then $T_k=(-1)^kc_kt^k/y$, and the sum is

$$\frac{1}{y\sqrt{1+a^2/y^2}}=\frac1{\sqrt{y^2+a^2}} .$$

**For $0<y<a$**, set $s=a/y>1$. Bernoulli's inequality gives $s^k\ge1+k(s-1)\ge k(s-1)$, and for $k\ge1$ we have $c_k\ge1/(2k+1)\ge1/(3k)$. Therefore

$$|T_k|=\frac{c_ks^{2k}}{y}\ge\frac{k(s-1)^2}{3y},$$

which is also true at $k=0$. The terms grow without bound. If all partial sums had magnitude at most $B$, each term, as the difference of two consecutive partial sums, would have magnitude at most $2B$, a contradiction.

Smoothness does not depend on which case holds. At the transverse point both squared distances to the charges equal $y^2+a^2>0$, and near a positive argument the square root and its reciprocal are smooth.

## How the physics appears in Lean

`pairPotential a p` is the potential at a point `p` of three-dimensional space, and the transverse point is `(y, 0, 0)`. `multipoleTerm a y k` is $T_k$, the term of multipole order $2k$, and `coeff k` is $c_k$.

The main theorem, `multipole_convergence_counterexample`, assumes only `0 < a` and `0 < y`. It states four things:

- If `a < y`, then `HasSum` holds: the series converges, independently of the order of summation, to the potential of the pair.
- If `y < a`, the magnitudes of the terms tend to infinity, and for every bound `B` some partial sum exceeds it in magnitude. `Finset.range n` means the first $n$ terms, $k=0,\dots,n-1$.
- The potential at the point is $1/\sqrt{y^2+a^2}$.
- `ContDiffAt ℝ ∞` holds there: the potential is infinitely differentiable as a function of all three coordinates, not merely along the axis.

The borderline $y=a$ is not treated, nor are other directions or other charge distributions. The Legendre expansion that motivates $T_k$ is not derived in the file; the terms enter by definition.

```lean
import Mathlib

open Filter Topology
open scoped ContDiff
open Finset.HasAntidiagonal (antidiagonal mem_antidiagonal)

namespace TransverseMultipole

noncomputable section

/-- Potential at the point `p` of two charges `1/2` placed at `(0, 0, a)` and `(0, 0, -a)`,
in Gaussian units. -/
def pairPotential (a : ℝ) (p : ℝ × ℝ × ℝ) : ℝ :=
  (1 / 2) / Real.sqrt (p.1 ^ 2 + p.2.1 ^ 2 + (p.2.2 - a) ^ 2) +
    (1 / 2) / Real.sqrt (p.1 ^ 2 + p.2.1 ^ 2 + (p.2.2 + a) ^ 2)

/-- The multipole term of order `2k` of the charge pair at transverse distance `y`. -/
def multipoleTerm (a y : ℝ) (k : ℕ) : ℝ :=
  (-1) ^ k * (Nat.centralBinom k : ℝ) * a ^ (2 * k) / (4 ^ k * y ^ (2 * k + 1))

/-- The numerical coefficient `binomial(2k, k) / 4^k` of the multipole terms, without its sign. -/
def coeff (k : ℕ) : ℝ := (Nat.centralBinom k : ℝ) / 4 ^ k

/-- Recurrence between the coefficients of successive multipole terms. -/
theorem coeff_succ (k : ℕ) :
    ((k : ℝ) + 1) * coeff (k + 1) = ((k : ℝ) + 1 / 2) * coeff k := by
  have h : ((k : ℝ) + 1) * (Nat.centralBinom (k + 1) : ℝ)
      = 2 * (2 * (k : ℝ) + 1) * (Nat.centralBinom k : ℝ) := by
    exact_mod_cast Nat.succ_mul_centralBinom_succ k
  unfold coeff
  calc ((k : ℝ) + 1) * ((Nat.centralBinom (k + 1) : ℝ) / 4 ^ (k + 1))
      = (((k : ℝ) + 1) * (Nat.centralBinom (k + 1) : ℝ)) / (4 ^ k * 4) := by
        rw [pow_succ]; ring
    _ = _ := by rw [h]; ring

/-- The coefficients are non-negative, do not increase with the order, are at most `1`,
and are at least `1 / (2k + 1)`. -/
theorem coeff_bounds (k : ℕ) :
    0 ≤ coeff k ∧ coeff (k + 1) ≤ coeff k ∧ coeff k ≤ 1 ∧ 1 ≤ (2 * (k : ℝ) + 1) * coeff k := by
  have h0 : ∀ n, 0 ≤ coeff n := fun n => by unfold coeff; positivity
  have h1 : ∀ n, coeff (n + 1) ≤ coeff n := fun n => by
    have hn : (0 : ℝ) < (n : ℝ) + 1 := by positivity
    refine le_of_mul_le_mul_left ?_ hn
    linarith [coeff_succ n, h0 n]
  refine ⟨h0 k, h1 k, ?_, ?_⟩
  · induction k with
    | zero => simp [coeff]
    | succ n ih => exact (h1 n).trans ih
  · induction k with
    | zero => simp [coeff]
    | succ n ih =>
      push_cast
      linarith [coeff_succ n, h0 (n + 1)]

/-- The convolution of the coefficient sequence with itself equals `1` at every order. -/
theorem coeff_convolution (n : ℕ) :
    ∑ p ∈ antidiagonal n, coeff p.1 * coeff p.2 = 1 := by
  -- by symmetry, weighting the sum of order `m` by the first index multiplies it by `m / 2`
  have sym : ∀ m : ℕ, ∑ p ∈ antidiagonal m, (p.1 : ℝ) * (coeff p.1 * coeff p.2)
      = (m : ℝ) / 2 * ∑ p ∈ antidiagonal m, coeff p.1 * coeff p.2 := by
    intro m
    have h1 : ∑ p ∈ antidiagonal m, (p.1 : ℝ) * (coeff p.1 * coeff p.2)
        = ∑ p ∈ antidiagonal m, (p.2 : ℝ) * (coeff p.1 * coeff p.2) := by
      refine (Finset.Nat.sum_antidiagonal_swap
        (f := fun p : ℕ × ℕ => (p.1 : ℝ) * (coeff p.1 * coeff p.2))).symm.trans ?_
      refine Finset.sum_congr rfl fun p _ => ?_
      simp only [Prod.fst_swap, Prod.snd_swap]
      ring
    have h2 : ∑ p ∈ antidiagonal m, (p.1 : ℝ) * (coeff p.1 * coeff p.2)
        + ∑ p ∈ antidiagonal m, (p.2 : ℝ) * (coeff p.1 * coeff p.2)
        = (m : ℝ) * ∑ p ∈ antidiagonal m, coeff p.1 * coeff p.2 := by
      rw [← Finset.sum_add_distrib, Finset.mul_sum]
      refine Finset.sum_congr rfl fun p hp => ?_
      have hm : (p.1 : ℝ) + (p.2 : ℝ) = (m : ℝ) := by
        exact_mod_cast mem_antidiagonal.mp hp
      rw [← hm]; ring
    linear_combination (h1 + h2) / 2
  induction n with
  | zero => simp [coeff]
  | succ n ih =>
    -- the recurrence links the convolutions of orders `n + 1` and `n`
    have e : ∑ p ∈ antidiagonal (n + 1), (p.1 : ℝ) * (coeff p.1 * coeff p.2)
        = ∑ p ∈ antidiagonal n, (p.1 : ℝ) * (coeff p.1 * coeff p.2)
          + 1 / 2 * ∑ p ∈ antidiagonal n, coeff p.1 * coeff p.2 := by
      rw [Finset.mul_sum, ← Finset.sum_add_distrib, Finset.Nat.sum_antidiagonal_succ]
      simp only [Nat.cast_zero, zero_mul, zero_add]
      refine Finset.sum_congr rfl fun p _ => ?_
      push_cast
      linear_combination coeff p.2 * coeff_succ p.1
    rw [sym (n + 1), sym n, ih] at e
    push_cast at e
    have hn : (n : ℝ) + 1 ≠ 0 := by positivity
    apply mul_left_cancel₀ hn
    linear_combination 2 * e

/-- The alternating series with these coefficients sums to `1 / √(1 + t)` for `0 ≤ t < 1`. -/
theorem hasSum_inv_sqrt {t : ℝ} (ht0 : 0 ≤ t) (ht1 : t < 1) :
    HasSum (fun k : ℕ => (-1 : ℝ) ^ k * (coeff k * t ^ k)) (1 / Real.sqrt (1 + t)) := by
  obtain ⟨f, hf⟩ : ∃ f : ℕ → ℝ, ∀ k, f k = (-1 : ℝ) ^ k * (coeff k * t ^ k) :=
    ⟨_, fun _ => rfl⟩
  have hfun : (fun k : ℕ => (-1 : ℝ) ^ k * (coeff k * t ^ k)) = f :=
    funext fun k => (hf k).symm
  have hs : Summable (fun k => ‖f k‖) := by
    refine Summable.of_nonneg_of_le (fun k => norm_nonneg _) (fun k => ?_)
      (summable_geometric_of_lt_one ht0 ht1)
    rw [hf, norm_mul, norm_pow, norm_neg, norm_one, one_pow, one_mul,
      Real.norm_of_nonneg (mul_nonneg (coeff_bounds k).1 (pow_nonneg ht0 k))]
    exact mul_le_of_le_one_left (pow_nonneg ht0 k) (coeff_bounds k).2.2.1
  have hsum : HasSum f (∑' k, f k) := hs.of_norm.hasSum
  -- the square of the series is a geometric series
  have hconv : ∀ n : ℕ, ∑ p ∈ antidiagonal n, f p.1 * f p.2 = (-t) ^ n := by
    intro n
    rw [← mul_one ((-t) ^ n), ← coeff_convolution n, Finset.mul_sum]
    refine Finset.sum_congr rfl fun p hp => ?_
    rw [← mem_antidiagonal.mp hp, hf, hf, pow_add, neg_pow t p.1, neg_pow t p.2]
    ring
  have h := tsum_mul_tsum_eq_tsum_sum_antidiagonal_of_summable_norm hs hs
  have habs : |(-t)| < 1 := by rw [abs_neg, abs_of_nonneg ht0]; exact ht1
  rw [tsum_congr hconv, tsum_geometric_of_abs_lt_one habs, sub_neg_eq_add] at h
  -- decreasing magnitudes make the alternating sum non-negative
  have hanti : Antitone (fun k : ℕ => coeff k * t ^ k) :=
    antitone_nat_of_succ_le fun k => mul_le_mul (coeff_bounds k).2.1
      (pow_le_pow_of_le_one ht0 ht1.le k.le_succ) (pow_nonneg ht0 _) (coeff_bounds k).1
  have hlim : Tendsto (fun n => ∑ i ∈ Finset.range n, (-1 : ℝ) ^ i * (coeff i * t ^ i))
      atTop (𝓝 (∑' k, f k)) := by
    have h1 := hsum.tendsto_sum_nat
    rw [← hfun] at h1 ⊢
    exact h1
  have hpos := Antitone.alternating_series_le_tendsto hlim hanti 0
  simp only [mul_zero, Finset.range_zero, Finset.sum_empty] at hpos
  rw [hfun, one_div, ← Real.sqrt_inv, ← h, Real.sqrt_mul_self hpos]
  exact hsum

/-- A multipole term written through the ratio `a / y`. -/
theorem multipoleTerm_eq (a y : ℝ) (k : ℕ) :
    multipoleTerm a y k = (-1) ^ k * (coeff k * ((a / y) ^ 2) ^ k) / y := by
  unfold multipoleTerm coeff
  rw [← pow_mul, div_pow]
  ring

/-- At transverse distances `0 < y < a` the magnitude of the multipole terms tends to infinity. -/
theorem terms_tendsto_atTop {a y : ℝ} (hy : 0 < y) (hya : y < a) :
    Tendsto (fun k => |multipoleTerm a y k|) atTop atTop := by
  have hs : 1 < a / y := (one_lt_div hy).2 hya
  have hd : 0 < a / y - 1 := by linarith
  have hr : 0 < (a / y - 1) ^ 2 / 3 / y := by positivity
  refine tendsto_atTop_mono (fun k => ?_)
    ((tendsto_natCast_atTop_atTop (R := ℝ)).atTop_mul_const hr)
  have hc := (coeff_bounds k).1
  have key : (k : ℝ) * ((a / y - 1) ^ 2 / 3) ≤ coeff k * ((a / y) ^ 2) ^ k := by
    rcases Nat.eq_zero_or_pos k with rfl | hk
    · simp [coeff]
    have hk1 : (1 : ℝ) ≤ k := by exact_mod_cast hk
    -- Bernoulli's inequality beats the slow decay of the coefficients
    have hb := one_add_mul_le_pow (show (-2 : ℝ) ≤ a / y - 1 by linarith) k
    rw [add_sub_cancel] at hb
    have h3 : 1 ≤ 3 * (k : ℝ) * coeff k := by
      nlinarith [(coeff_bounds k).2.2.2, mul_nonneg hc (sub_nonneg.2 hk1)]
    have hA := mul_le_mul_of_nonneg_left h3
      (show 0 ≤ (k : ℝ) * (a / y - 1) ^ 2 by positivity)
    have hB := mul_le_mul_of_nonneg_left (pow_le_pow_left₀
      (show 0 ≤ (k : ℝ) * (a / y - 1) by positivity)
      (show (k : ℝ) * (a / y - 1) ≤ (a / y) ^ k by linarith) 2) hc
    have hP : ((a / y) ^ 2) ^ k = ((a / y) ^ k) ^ 2 := by
      rw [← pow_mul, ← pow_mul, Nat.mul_comm]
    rw [hP]
    linarith
  rw [multipoleTerm_eq, abs_div, abs_mul, abs_pow, abs_neg, abs_one, one_pow, one_mul,
    abs_of_pos hy, abs_of_nonneg (mul_nonneg hc (by positivity))]
  calc (k : ℝ) * ((a / y - 1) ^ 2 / 3 / y) = (k : ℝ) * ((a / y - 1) ^ 2 / 3) / y := by ring
    _ ≤ _ := div_le_div_of_nonneg_right key hy.le

/-- On the transverse axis the potential of the pair is `1 / √(y² + a²)`, and it is smooth in
space at each point of that axis. -/
theorem potential_transverse {a : ℝ} (ha : 0 < a) (y : ℝ) :
    pairPotential a (y, 0, 0) = 1 / Real.sqrt (y ^ 2 + a ^ 2) ∧
      ContDiffAt ℝ ∞ (pairPotential a) (y, 0, 0) := by
  constructor
  · have e1 : y ^ 2 + (0 : ℝ) ^ 2 + (0 - a) ^ 2 = y ^ 2 + a ^ 2 := by ring
    have e2 : y ^ 2 + (0 : ℝ) ^ 2 + (0 + a) ^ 2 = y ^ 2 + a ^ 2 := by ring
    simp only [pairPotential]
    rw [e1, e2]
    ring
  · -- both squared distances to the charges are positive
    have smooth : ∀ b : ℝ, b ≠ 0 → ContDiffAt ℝ ∞ (fun p : ℝ × ℝ × ℝ =>
        (1 / 2 : ℝ) / Real.sqrt (p.1 ^ 2 + p.2.1 ^ 2 + (p.2.2 + b) ^ 2)) (y, 0, 0) := by
      intro b hb
      have e : 0 < y ^ 2 + (0 : ℝ) ^ 2 + (0 + b) ^ 2 := by
        have : 0 < b ^ 2 := by positivity
        nlinarith [sq_nonneg y]
      have h : ContDiffAt ℝ ∞ (fun p : ℝ × ℝ × ℝ =>
          p.1 ^ 2 + p.2.1 ^ 2 + (p.2.2 + b) ^ 2) (y, 0, 0) := by fun_prop
      exact contDiffAt_const.div (h.sqrt e.ne') (Real.sqrt_pos.2 e).ne'
    have h := (smooth (-a) (neg_ne_zero.2 ha.ne')).add (smooth a ha.ne')
    refine h.congr_of_eventuallyEq (Eventually.of_forall fun p => ?_)
    simp only [pairPotential, sub_eq_add_neg]

/-- At transverse distance `y` the multipole series sums to the potential if `y > a`; if `y < a` its
terms grow without bound and so do its partial sums. For every `y > 0` the potential there equals `1
/ √(y² + a²)` and is smooth. -/
theorem multipole_convergence_counterexample {a y : ℝ} (ha : 0 < a) (hy : 0 < y) :
    (a < y → HasSum (multipoleTerm a y) (pairPotential a (y, 0, 0))) ∧
    (y < a → Tendsto (fun k => |multipoleTerm a y k|) atTop atTop ∧
      ∀ B : ℝ, ∃ n : ℕ, B < |∑ k ∈ Finset.range n, multipoleTerm a y k|) ∧
    pairPotential a (y, 0, 0) = 1 / Real.sqrt (y ^ 2 + a ^ 2) ∧
    ContDiffAt ℝ ∞ (pairPotential a) (y, 0, 0) := by
  refine ⟨fun hay => ?_, fun hya => ⟨terms_tendsto_atTop hy hya, fun B => ?_⟩,
    potential_transverse ha y⟩
  · have h0 : 0 < a / y := div_pos ha hy
    have h1 : a / y < 1 := (div_lt_one hy).2 hay
    have h := (hasSum_inv_sqrt (sq_nonneg (a / y)) (by nlinarith)).div_const y
    have e : y ^ 2 + a ^ 2 = y ^ 2 * (1 + (a / y) ^ 2) := by field_simp
    have hv : pairPotential a (y, 0, 0) = 1 / Real.sqrt (1 + (a / y) ^ 2) / y := by
      rw [(potential_transverse ha y).1, e, Real.sqrt_mul (sq_nonneg y),
        Real.sqrt_sq hy.le, div_div, mul_comm y]
    rw [hv, funext (multipoleTerm_eq a y)]
    exact h
  · -- bounded partial sums would have bounded differences
    by_contra hcon
    have hB : ∀ n : ℕ, |∑ k ∈ Finset.range n, multipoleTerm a y k| ≤ B :=
      fun n => not_lt.1 fun h => hcon ⟨n, h⟩
    obtain ⟨k, hk⟩ :=
      ((terms_tendsto_atTop hy hya).eventually_ge_atTop (2 * B + 1)).exists
    have h1 := abs_le.1 (hB k)
    have h2 := hB (k + 1)
    rw [Finset.sum_range_succ] at h2
    have h3 := abs_le.1 h2
    have h4 : |multipoleTerm a y k| ≤ 2 * B :=
      abs_le.2 ⟨by linarith [h1.2, h3.1], by linarith [h1.1, h3.2]⟩
    linarith

end

end TransverseMultipole
```

```lean
#print axioms TransverseMultipole.multipole_convergence_counterexample
```

```
'TransverseMultipole.multipole_convergence_counterexample' depends on axioms: [propext, Classical.choice, Quot.sound]
```

## From the recurrence to the two regimes

`coeff_succ` is the recurrence, obtained from Mathlib's identity for central binomial coefficients. `coeff_bounds` collects the four bounds on $c_k$; `linarith` derives the monotonicity from the recurrence. The bound $c_k\le1$ then follows by induction from the monotonicity, and the lower bound by a second induction, whose step is closed by `linarith` with the recurrence as input.

`coeff_convolution` proves $S_n=1$. Its inner statement `sym` is the exchange of $i$ and $j$, and `e` is the index shift from order $n+1$ to order $n$. Substituting the first into the second and cancelling the factor $n+1$ completes the induction.

`hasSum_inv_sqrt` evaluates $F(t)$. Comparison with a geometric series gives absolute convergence, which permits the Cauchy product; `hconv` identifies its terms as $(-t)^n$. The sign of the root comes from `Antitone.alternating_series_le_tendsto`, used at index 0: the empty partial sum, which is zero, is a lower bound for the limit.

`multipoleTerm_eq` rewrites $T_k$ through $a/y$. In `terms_tendsto_atTop`, the inequality `key` is the linear lower bound before division by $y$. It combines Bernoulli's inequality, `one_add_mul_le_pow`, with $3k\,c_k\ge1$, and treats $k=0$ separately. `tendsto_atTop_mono` then passes the divergence of the linear bound on to the terms.

`potential_transverse` computes the value and proves smoothness for one charge at a time, from the positive squared distance, before adding the two contributions. The main theorem assembles these results. For the partial sums it argues by contradiction: it picks a $k$ with $|T_k|\ge 2B+1$ and compares the sums of the first $k$ and the first $k+1$ terms.

## A charged ring, and the use of multipoles in simulation

A uniformly charged ring of radius $a$ and total charge 1 gives a neighbouring result, which the file does not formalise. At height $y$ on the ring's axis every charge element is at distance $\sqrt{y^2+a^2}$, and the multipole terms about the centre are again $T_k$. The same argument therefore gives convergence for $y>a$ and divergence for $0<y<a$, while the ring's potential is smooth on the whole axis.

Simulation codes use multipole expansions to approximate the interaction of separated groups of charges. For this fixed pair of point charges, probed on the transverse axis only, the theorem shows that a smooth potential at the evaluation point does not ensure convergence, and that inside the radius $a$ going to ever higher order does not repair the expansion.
